# A Hamiltonian change $V$ moves the Fermi-smeared density matrix by at most $\|V\|_F/(4T)$ at fixed chemical potential

In a metal, some one-electron levels lie very close to the chemical potential. If the occupations are sharp, a tiny change of the Hamiltonian can push such a level from one side to the other, and its occupation jumps between 1 and 0. The density matrix then changes by a finite amount, however small the cause. Fermi smearing replaces the jump by a smooth step of width $T$. How strongly can the density matrix still react?

Let $H$ be the Hermitian matrix of a one-particle Hamiltonian in a finite orthonormal basis, $V$ a Hermitian change of it, $\mu$ the chemical potential and $T>0$ the temperature in energy units. With $f(x)=1/(1+e^{(x-\mu)/T})$ and the density matrix $\gamma(H)=f(H)$, the answer is

$$\|\gamma(H+V)-\gamma(H)\|_F\le\frac{\|V\|_F}{4T},$$

where $\|A\|_F=\big(\sum_{ij}|A_{ij}|^2\big)^{1/2}$ is the Frobenius norm. No gap is assumed, and $V$ need not be small.

## The smeared density matrix and its norm

```lean
import Mathlib

open Matrix

namespace SmearingStability

noncomputable section

variable {n : Type*} [Fintype n] [DecidableEq n]
```

The type `n` is the finite set of labels of an orthonormal one-particle basis. Its size is arbitrary.

```lean
/-- The Fermi occupation of a level of energy `x` at temperature `T ≠ 0` and chemical
potential `μ`. -/
def fermi (T μ x : ℝ) : ℝ := 1 / (1 + Real.exp ((x - μ) / T))
```

This is $f(x)$, the occupation of one spin-orbital, between 0 and 1. `ℝ` is the type of real numbers.

```lean
/-- The smeared one-particle density matrix `(1 + exp((H - μ)/T))⁻¹` of a Hermitian
Hamiltonian matrix `H`, for `T ≠ 0`. -/
def densityMatrix (T μ : ℝ) (H : Matrix n n ℂ) : Matrix n n ℂ :=
  (1 + NormedSpace.exp ((T : ℂ)⁻¹ • (H - (μ : ℂ) • (1 : Matrix n n ℂ))))⁻¹
```

A `Matrix n n ℂ` is a complex square matrix with rows and columns labelled by `n`. The definition reads

$$\gamma(H)=\big(1+e^{(H-\mu)/T}\big)^{-1},$$

with the matrix exponential and the matrix inverse. The symbol `•` multiplies a matrix by a number.

```lean
/-- The diagonal matrix with the real numbers `a i` on its diagonal. -/
def levels (a : n → ℝ) : Matrix n n ℂ := diagonal fun i => (a i : ℂ)
```

`levels a` is the diagonal matrix $\mathrm{diag}(a_i)$ of real energies or occupations.

```lean
/-- The Frobenius norm: the root of the sum of the squared moduli of all entries. -/
def frob (A : Matrix n n ℂ) : ℝ := √(∑ i, ∑ j, ‖A i j‖ ^ 2)
```

`frob A` is $\|A\|_F$, written out as the root of a double sum.

## Fermi occupations in the eigenbasis

```lean
/-- If a unitary `U` diagonalises `H` with real levels `a`, it diagonalises the density matrix,
with the Fermi occupations of these levels on the diagonal. -/
theorem densityMatrix_spectral (T μ : ℝ) {H U : Matrix n n ℂ} {a : n → ℝ}
    (hU : U ∈ unitaryGroup n ℂ) (hH : H = U * levels a * star U) :
    densityMatrix T μ H = U * levels (fun i => fermi T μ (a i)) * star U := by
  have hU1 : U * star U = 1 := mem_unitaryGroup_iff.1 hU
  have hU2 : star U * U = 1 := mem_unitaryGroup_iff'.1 hU
  have hinv : U⁻¹ = star U := inv_eq_right_inv hU1
  have hunit : IsUnit U := ⟨⟨U, star U, hU1, hU2⟩, rfl⟩
  have hd : levels (fun i => (a i - μ) / T) =
      (T : ℂ)⁻¹ • (levels a - (μ : ℂ) • (1 : Matrix n n ℂ)) := by
    ext i j
    by_cases h : i = j
    · subst h
      simp [levels, div_eq_inv_mul]
    · simp [levels, h]
  have harg : (T : ℂ)⁻¹ • (H - (μ : ℂ) • (1 : Matrix n n ℂ)) =
      U * levels (fun i => (a i - μ) / T) * U⁻¹ := by
    rw [hd, hinv, hH, Matrix.mul_smul, Matrix.smul_mul, mul_sub, sub_mul, Matrix.mul_smul,
      Matrix.smul_mul, mul_one, hU1]
  have hexp : NormedSpace.exp (levels fun i => (a i - μ) / T) =
      levels fun i => Real.exp ((a i - μ) / T) := by
    have h : ∀ r : ℝ, NormedSpace.exp (r : ℂ) = ((Real.exp r : ℝ) : ℂ) := fun r => by
      rw [Complex.ofReal_exp, Complex.exp_eq_exp_ℂ]
    unfold levels
    rw [Matrix.exp_diagonal]
    refine congrArg diagonal (funext fun i => ?_)
    exact (NormedSpace.map_exp (Pi.evalRingHom (fun _ : n => ℂ) i) (continuous_apply i)
      (fun k => (((a k - μ) / T : ℝ) : ℂ))).trans (h ((a i - μ) / T))
  -- level by level, the Fermi occupation inverts `1 + exp`
  have hdiag : levels (fun i => fermi T μ (a i)) + levels (fun i => Real.exp ((a i - μ) / T)) *
      levels (fun i => fermi T μ (a i)) = 1 := by
    unfold levels
    rw [diagonal_mul_diagonal, diagonal_add, ← diagonal_one]
    refine congrArg diagonal (funext fun i => ?_)
    have hne : 1 + Real.exp ((a i - μ) / T) ≠ 0 := by positivity
    have h : fermi T μ (a i) + Real.exp ((a i - μ) / T) * fermi T μ (a i) = 1 := by
      rw [← one_add_mul, fermi, mul_one_div_cancel hne]
    exact_mod_cast h
  rw [densityMatrix, harg, Matrix.exp_conj _ _ hunit, hexp, hinv]
  apply inv_eq_right_inv
  generalize levels (fun i => fermi T μ (a i)) = F at *
  generalize levels (fun i => Real.exp ((a i - μ) / T)) = E at *
  calc (1 + U * E * star U) * (U * F * star U)
      = U * F * star U + U * E * (star U * U) * F * star U := by noncomm_ring
    _ = U * (F + E * F) * star U := by rw [hU2]; noncomm_ring
    _ = 1 := by rw [hdiag, mul_one, hU1]
```

The theorem has two named hypotheses: `hU` says that $U$ is unitary, and `hH` says that $H=U\,\mathrm{diag}(a_i)\,U^\dagger$, where `star U` is $U^\dagger$. The conclusion is $\gamma(H)=U\,\mathrm{diag}(f(a_i))\,U^\dagger$. So $\gamma(H)$ really is $f(H)$: the same eigenvectors, with Fermi occupations.

By hand, put $e_i=e^{(a_i-\mu)/T}$, $E=\mathrm{diag}(e_i)$ and $F=\mathrm{diag}(f(a_i))$. Since $UU^\dagger=1$, the matrix $(H-\mu)/T$ equals $U\,\mathrm{diag}((a_i-\mu)/T)\,U^\dagger$, and its exponential is $UEU^\dagger$. For each level $f(a_i)+e_if(a_i)=1$, so $F+EF=1$. Therefore

$$(1+UEU^\dagger)\,UFU^\dagger=U(F+EF)U^\dagger=UU^\dagger=1,$$

and $UFU^\dagger$ is the inverse sought.

In the proof, `harg` diagonalises the exponent, `hexp` exponentiates the diagonal entries, and `hdiag` is $F+EF=1$. The final `calc` block is the displayed product. Lean assigns the value zero to the inverse of a singular matrix, so this product also shows that the inverse in the definition is a true one.

## The steepest slope of the Fermi function

```lean
/-- The slope of the Fermi function, multiplied by `T ≠ 0`, is `-f (1 - f)`. -/
theorem fermi_hasDerivAt {T : ℝ} (hT : T ≠ 0) (μ x : ℝ) :
    HasDerivAt (fun y => T * fermi T μ y) (-(fermi T μ x * (1 - fermi T μ x))) x := by
  have h1 : HasDerivAt (fun y : ℝ => (y - μ) / T) (1 / T) x :=
    ((hasDerivAt_id x).sub_const μ).div_const T
  have hne : 1 + Real.exp ((x - μ) / T) ≠ 0 := by positivity
  refine (((hasDerivAt_const x (1 : ℝ)).fun_div (h1.exp.const_add 1) hne).const_mul
    T).congr_deriv ?_
  unfold fermi
  generalize Real.exp ((x - μ) / T) = e at *
  field_simp
  ring
```

`HasDerivAt g s x` means that the function $g$ has derivative $s$ at $x$. The statement is $Tf'(x)=-f(x)(1-f(x))$. With $q=e^{(x-\mu)/T}$ the quotient rule gives

$$Tf'=-\frac{q}{(1+q)^2}=-\frac{1}{1+q}\cdot\frac{q}{1+q}=-f(1-f).$$

The proof assembles the derivative by the chain and quotient rules; `field_simp` and `ring` then do the algebra with fractions.

```lean
/-- For `T > 0`, shifting a level changes its occupation by at most the shift over `4T`. -/
theorem fermi_lipschitz {T : ℝ} (hT : 0 < T) (μ x y : ℝ) :
    |fermi T μ y - fermi T μ x| ≤ 1 / (4 * T) * |y - x| := by
  have hd : ∀ z, HasDerivAt (fermi T μ) (T⁻¹ * -(fermi T μ z * (1 - fermi T μ z))) z := by
    intro z
    have h := (fermi_hasDerivAt hT.ne' μ z).const_mul T⁻¹
    have he : (fun y => T⁻¹ * (T * fermi T μ y)) = fermi T μ :=
      funext fun y => inv_mul_cancel_left₀ hT.ne' _
    rwa [he] at h
  have hb : ∀ z, ‖T⁻¹ * -(fermi T μ z * (1 - fermi T μ z))‖ ≤ 1 / (4 * T) := by
    intro z
    have h0 : 0 ≤ fermi T μ z := by unfold fermi; positivity
    have h1 : fermi T μ z ≤ 1 := by
      unfold fermi
      rw [div_le_one (by positivity)]
      linarith [Real.exp_pos ((z - μ) / T)]
    rw [Real.norm_eq_abs, abs_mul, abs_neg, abs_of_pos (inv_pos.2 hT),
      abs_of_nonneg (mul_nonneg h0 (sub_nonneg.2 h1))]
    -- `f (1 - f)` is largest at half filling
    have hq : fermi T μ z * (1 - fermi T μ z) ≤ 1 / 4 := by
      nlinarith [sq_nonneg (fermi T μ z - 1 / 2)]
    calc _ ≤ T⁻¹ * (1 / 4) := mul_le_mul_of_nonneg_left hq (inv_pos.2 hT).le
      _ = 1 / (4 * T) := by rw [one_div, one_div, mul_inv, mul_comm]
  exact Convex.norm_image_sub_le_of_norm_hasDerivWithin_le
    (fun z _ => (hd z).hasDerivWithinAt) (fun z _ => hb z) convex_univ
    (Set.mem_univ x) (Set.mem_univ y)
```

For any two energies, $|f(y)-f(x)|\le|y-x|/(4T)$. Completing the square gives

$$f(1-f)=\tfrac14-\big(f-\tfrac12\big)^2\le\tfrac14,$$

and $f(1-f)\ge0$ because $0\le f\le1$. Hence $|f'|\le1/(4T)$ everywhere, and the mean value theorem turns this bound on the slope into a bound on differences.

Here `hd` is the derivative with the factor $T$ divided out, and `hb` is the bound on it. The tactic `nlinarith` proves the inequality once it is handed the square $(f-\frac12)^2\ge0$. The last step applies the mean value inequality on the whole real line.

## Two eigenbases at once

```lean
/-- The Frobenius norm does not change when a matrix is expressed between two orthonormal
bases, given by the unitary matrices `W` and `U`. -/
theorem frob_unitary {W U : Matrix n n ℂ} (hW : W ∈ unitaryGroup n ℂ)
    (hU : U ∈ unitaryGroup n ℂ) (A : Matrix n n ℂ) : frob (star W * A * U) = frob A := by
  have htr : ∀ B : Matrix n n ℂ,
      ((∑ i, ∑ j, ‖B i j‖ ^ 2 : ℝ) : ℂ) = trace (B * star B) := by
    intro B
    simp [Matrix.trace, Matrix.mul_apply, Matrix.star_apply, Complex.mul_conj,
      Complex.normSq_eq_norm_sq]
  have hB : (star W * A * U) * star (star W * A * U) = star W * (A * star A) * W := by
    calc _ = star W * A * (U * star U) * star A * W := by
          simp only [star_mul, star_star, mul_assoc]
      _ = _ := by rw [mem_unitaryGroup_iff.1 hU]; simp only [mul_one, mul_assoc]
  unfold frob
  congr 1
  apply Complex.ofReal_injective
  rw [htr, htr, hB, trace_mul_cycle, mem_unitaryGroup_iff.1 hW, one_mul]
```

For unitary $W$ and $U$, $\|W^\dagger AU\|_F=\|A\|_F$. The sum of squared moduli is a trace, $\|B\|_F^2=\mathrm{tr}(BB^\dagger)$, which is `htr`. For $B=W^\dagger AU$,

$$BB^\dagger=W^\dagger A\,UU^\dagger A^\dagger W=W^\dagger AA^\dagger W,$$

which is `hB`. Moving $W$ around the trace leaves $\mathrm{tr}(WW^\dagger AA^\dagger)=\mathrm{tr}(AA^\dagger)$.

It matters that $W$ and $U$ may differ: the rows can refer to the eigenvectors of one Hamiltonian and the columns to those of another.

```lean
/-- Between the eigenvectors `W` and `U` of two Hermitian matrices, their difference has as
elements the differences of the eigenvalues times the overlaps of the eigenvectors. -/
theorem difference_entry {W U : Matrix n n ℂ} (hW : W ∈ unitaryGroup n ℂ)
    (hU : U ∈ unitaryGroup n ℂ) (b a : n → ℝ) (i j : n) :
    (star W * (W * levels b * star W - U * levels a * star U) * U) i j =
      ((b i - a j : ℝ) : ℂ) * (star W * U) i j := by
  have h : star W * (W * levels b * star W - U * levels a * star U) * U =
      levels b * (star W * U) - (star W * U) * levels a := by
    calc _ = (star W * W) * levels b * (star W * U) -
          (star W * U) * levels a * (star U * U) := by noncomm_ring
      _ = _ := by
          rw [mem_unitaryGroup_iff'.1 hW, mem_unitaryGroup_iff'.1 hU, one_mul, mul_one]
  rw [h]
  simp only [levels, Matrix.sub_apply, diagonal_mul, mul_diagonal]
  push_cast
  ring
```

Let $M=W^\dagger U$. Its element $M_{ij}$ is the overlap of column $i$ of $W$ with column $j$ of $U$. Multiplying out gives

$$W^\dagger\big(W\,\mathrm{diag}(b)\,W^\dagger-U\,\mathrm{diag}(a)\,U^\dagger\big)U=\mathrm{diag}(b)\,M-M\,\mathrm{diag}(a),$$

whose $ij$ element is $b_iM_{ij}-M_{ij}a_j=(b_i-a_j)M_{ij}$. In the proof, `h` is the matrix identity, and the lines after it read off the element. The numbers $a$ and $b$ are arbitrary reals, so the lemma serves for energies and for occupations alike.

## The bound for every Hermitian perturbation

```lean
/-- Smearing stability: for `T > 0` and Hermitian `H` and `V`, the perturbation `V` changes the
density matrix by at most `‖V‖/(4T)` in the Frobenius norm. -/
theorem smearing_stability {T : ℝ} (hT : 0 < T) (μ : ℝ) {H V : Matrix n n ℂ}
    (hH : H.IsHermitian) (hV : V.IsHermitian) :
    frob (densityMatrix T μ (H + V) - densityMatrix T μ H) ≤ frob V / (4 * T) := by
  have hspec : ∀ A : Matrix n n ℂ, A.IsHermitian → ∃ U ∈ unitaryGroup n ℂ, ∃ a : n → ℝ,
      A = U * levels a * star U := by
    intro A hA
    refine ⟨hA.eigenvectorUnitary, hA.eigenvectorUnitary.2, hA.eigenvalues, ?_⟩
    have h := hA.spectral_theorem
    rw [Unitary.conjStarAlgAut_apply] at h
    exact h
  obtain ⟨U, hU, a, ha⟩ := hspec H hH
  obtain ⟨W, hW, b, hb⟩ := hspec (H + V) (hH.add hV)
  have hVd : V = W * levels b * star W - U * levels a * star U := by
    rw [← hb, ← ha, add_sub_cancel_left]
  -- compare response and perturbation element by element
  have hent : ∀ i j, ‖(star W * (densityMatrix T μ (H + V) - densityMatrix T μ H) * U) i j‖ ≤
      1 / (4 * T) * ‖(star W * V * U) i j‖ := by
    intro i j
    have e1 := difference_entry hW hU b a i j
    rw [← hVd] at e1
    rw [densityMatrix_spectral T μ hW hb, densityMatrix_spectral T μ hU ha,
      difference_entry hW hU (fun k => fermi T μ (b k)) (fun k => fermi T μ (a k)), e1,
      norm_mul, norm_mul, Complex.norm_real, Complex.norm_real, ← mul_assoc]
    exact mul_le_mul_of_nonneg_right (fermi_lipschitz hT μ (a j) (b i)) (norm_nonneg _)
  rw [← frob_unitary hW hU (densityMatrix T μ (H + V) - densityMatrix T μ H),
    ← frob_unitary hW hU V, div_eq_mul_one_div, mul_comm]
  unfold frob
  refine Real.sqrt_le_iff.2 ⟨by positivity, ?_⟩
  rw [mul_pow, Real.sq_sqrt (by positivity), Finset.mul_sum]
  refine Finset.sum_le_sum fun i _ => ?_
  rw [Finset.mul_sum]
  refine Finset.sum_le_sum fun j _ => ?_
  rw [← mul_pow]
  exact pow_le_pow_left₀ (norm_nonneg _) (hent i j) 2

end

end SmearingStability
```

The hypotheses are $T>0$ (`hT`) and that $H$ and $V$ are Hermitian (`hH`, `hV`); $\mu$ is any real number. The last line of the statement is the inequality from the beginning.

By hand, diagonalise both Hamiltonians:

$$H=U\,\mathrm{diag}(a)\,U^\dagger,\qquad H+V=W\,\mathrm{diag}(b)\,W^\dagger.$$

Their difference is $V$. Write $\Delta\gamma=\gamma(H+V)-\gamma(H)$. Both $V$ and $\Delta\gamma$ have the form treated in `difference_entry`, with the same overlaps:

$$(W^\dagger VU)_{ij}=(b_i-a_j)M_{ij},\qquad(W^\dagger\Delta\gamma\,U)_{ij}=\big(f(b_i)-f(a_j)\big)M_{ij}.$$

The slope bound now compares them element by element:

$$|(W^\dagger\Delta\gamma\,U)_{ij}|\le\frac{1}{4T}\,|(W^\dagger VU)_{ij}|.$$

Squaring, summing over $i$ and $j$ and taking the root gives $\|W^\dagger\Delta\gamma\,U\|_F\le\|W^\dagger VU\|_F/(4T)$. The unitary matrices leave both norms unchanged, which gives the theorem. No energy difference ever appears in a denominator, so degenerate and nearly degenerate levels need no special care.

The Lean proof takes the same route. `hspec` supplies the diagonalisations from the spectral theorem, `hVd` writes $V$ as the difference, and `hent` is the comparison of elements. The `rw` with `frob_unitary` passes to the two eigenbases, `Real.sqrt_le_iff` removes the root, and `Finset.sum_le_sum`, used once for each index, sums the squared inequalities.

In a self-consistent calculation on a metal, the bound limits how far the density matrix from one diagonalisation can move when the input Hamiltonian changes, for a finite orthonormal basis and fixed $\mu$. It does not say that the iteration converges. If the electron number is held fixed instead, $\mu$ will usually shift along with the Hamiltonian, and the theorem does not account for that shift. $V$ is the whole change of the one-particle matrix, including any change of the mean field.

## One level crossing the chemical potential

For a single basis function the matrices are numbers. Take a level at $\mu-\varepsilon$ with $\varepsilon>0$ and raise it by $V=2\varepsilon$ to $\mu+\varepsilon$. A short calculation, separate from the Lean file, gives

$$|\Delta\gamma|=\tanh\frac{\varepsilon}{2T},\qquad\frac{|V|}{4T}=\frac{\varepsilon}{2T}.$$

For $\varepsilon\ll T$ the two sides agree to leading order, so no constant smaller than $1/(4T)$ would do for this one-level system. For $T\to0$ at fixed $\varepsilon$ the change tends to 1, the full jump of a sharp occupation, while the bound grows without limit.

```lean
#print axioms SmearingStability.smearing_stability
```

```
'SmearingStability.smearing_stability' depends on axioms: [propext, Classical.choice, Quot.sound]
```
